# The radial Bessel factor of an off-centre Gaussian is positive for positive argument

The radial Bessel factor is taken here to be an integral, not a special function defined by a series or a differential equation. For a natural number $l$ and a real $z$,

$$B_l(z)=\int_{-1}^{1}e^{zt}P_l(t)\,dt ,$$

where $P_l$ is the Legendre polynomial. In the usual notation this is $2\,i_l(z)$, with $i_l$ the modified spherical Bessel function of the first kind, but the argument below works with the integral alone and never refers to $i_l$.

For $l\ge 1$ the polynomial $P_l$ changes sign on $[-1,1]$, so the sign of $B_l(z)$ cannot be read off from this definition. Integrating by parts $l$ times gives a form in which it can.

```lean
import Mathlib

open Polynomial

namespace GaussianBesselFactor

noncomputable section
```

## Legendre polynomials and partial waves

Rodrigues' formula defines the Legendre polynomial and fixes its normalisation:

$$P_l(t)=\frac{1}{2^l\,l!}\,\frac{d^l}{dt^l}(t^2-1)^l .$$

In Lean, `legendreP l` is a formal polynomial over the reals. Its derivatives are algebraic, and `eval` turns it into a function of $t$.

```lean
/-- The Legendre polynomial `P_l`, given by Rodrigues' formula. -/
def legendreP (l : ℕ) : ℝ[X] :=
  C (1 / (2 ^ l * (l.factorial : ℝ))) * derivative^[l] ((X ^ 2 - 1 : ℝ[X]) ^ l)
```

The Bessel factor is the integral above, defined for every real $z$.

```lean
/-- The radial Bessel factor: the integral of `exp (z t) P_l(t)` over `[-1, 1]`. -/
def besselFactor (l : ℕ) (z : ℝ) : ℝ :=
  ∫ t in (-1 : ℝ)..1, Real.exp (z * t) * (legendreP l).eval t
```

Consider a Gaussian of exponent $a$ centred at distance $A$ from the origin. At a point at distance $r$, with $t$ the cosine of the angle between the point and the centre, its value is $e^{-a(r^2+A^2-2rAt)}$. Its $l$-th partial wave is the coefficient of $P_l(t)$ in the Legendre expansion:

$$g_l(r)=\frac{2l+1}{2}\int_{-1}^{1}e^{-a(r^2+A^2-2rAt)}P_l(t)\,dt .$$

The definition takes this coefficient directly; convergence of the expansion is not addressed. The Gaussian is unnormalised and $s$-type, with no polynomial prefactor.

```lean
/-- The `l`-th partial wave, at distance `r` from the origin, of a Gaussian with exponent `a`
centred at distance `A`; `t` is the cosine of the angle between point and centre. -/
def gaussianPartialWave (l : ℕ) (a A r : ℝ) : ℝ :=
  (2 * l + 1) / 2 *
    ∫ t in (-1 : ℝ)..1,
      Real.exp (-a * (r ^ 2 + A ^ 2 - 2 * r * A * t)) * (legendreP l).eval t
```

## Moving the derivatives

Write $w(t)=(t^2-1)^l$. For any polynomial $q$ and $m\ge 1$,

$$\frac{d}{dt}\big[(t^2-1)^m q\big]=(t^2-1)^{m-1}\big[2mt\,q+(t^2-1)q'\big],$$

so each differentiation removes at most one factor $t^2-1$. After $k<l$ differentiations at least $l-k\ge 1$ factors remain, and $w^{(k)}(\pm1)=0$. The Lean proof gets the surviving factor from a Mathlib divisibility lemma; the hypothesis `s ^ 2 = 1` covers both endpoints.

```lean
/-- Derivatives of `(t² - 1)^l` of order below `l` vanish at the endpoints `t = ±1`. -/
theorem eval_iterate_derivative_endpoint {l k : ℕ} (hk : k < l) {s : ℝ} (hs : s ^ 2 = 1) :
    (derivative^[k] ((X ^ 2 - 1 : ℝ[X]) ^ l)).eval s = 0 := by
  -- a factor `t² - 1` survives fewer than `l` differentiations
  obtain ⟨q, hq⟩ :=
    pow_sub_dvd_iterate_derivative_of_pow_dvd k (dvd_refl ((X ^ 2 - 1 : ℝ[X]) ^ l))
  have h0 : l - k ≠ 0 := by omega
  rw [hq, eval_mul, eval_pow, eval_sub, eval_pow, eval_X, eval_one, hs, sub_self,
    zero_pow h0, zero_mul]
```

If a polynomial $p$ vanishes at both endpoints, integration by parts has no boundary term:

$$\int_{-1}^{1}f\,p'\,dt=\big[f\,p\big]_{-1}^{1}-\int_{-1}^{1}f'\,p\,dt=-\int_{-1}^{1}f'\,p\,dt .$$

```lean
/-- Integration by parts on `[-1, 1]` against a polynomial that vanishes at both endpoints. -/
theorem integral_mul_derivative {f f' : ℝ → ℝ} (hf : ∀ t, HasDerivAt f (f' t) t)
    (hf' : Continuous f') (p : ℝ[X]) (h1 : p.eval 1 = 0) (h2 : p.eval (-1) = 0) :
    ∫ t in (-1 : ℝ)..1, f t * (derivative p).eval t
      = -∫ t in (-1 : ℝ)..1, f' t * p.eval t := by
  have h := intervalIntegral.integral_mul_deriv_eq_deriv_mul (a := (-1 : ℝ)) (b := 1)
    (u := f) (v := fun t => p.eval t) (u' := f') (v' := fun t => (derivative p).eval t)
    (fun t _ => hf t) (fun t _ => p.hasDerivAt t) (hf'.intervalIntegrable _ _)
    ((derivative p).continuous.intervalIntegrable _ _)
  simp only [h1, h2, mul_zero, sub_zero, zero_sub] at h
  exact h
```

Let $F_0$ be smooth with $n$-th derivative $F_n$. For $k+1\le l$, applying the previous step to $p=w^{(k)}$ gives

$$\int_{-1}^{1}F_0\,w^{(k+1)}\,dt=-\int_{-1}^{1}F_1\,w^{(k)}\,dt .$$

The right side has the same shape, with one derivative fewer on $w$ and $F_1$ in the place of $F_0$. By induction, for all $k\le l$,

$$\int_{-1}^{1}F_0\,w^{(k)}\,dt=(-1)^k\int_{-1}^{1}F_k\,w\,dt .$$

```lean
/-- Up to `l` derivatives can be moved from `(t² - 1)^l` onto a smooth function, each at the
cost of a sign; `F n` is the `n`-th derivative of `F 0`. -/
theorem integral_mul_iterate_derivative (l k : ℕ) (hk : k ≤ l) (F : ℕ → ℝ → ℝ)
    (hF : ∀ n t, HasDerivAt (F n) (F (n + 1) t) t) :
    ∫ t in (-1 : ℝ)..1, F 0 t * (derivative^[k] ((X ^ 2 - 1 : ℝ[X]) ^ l)).eval t
      = (-1) ^ k * ∫ t in (-1 : ℝ)..1, F k t * ((X ^ 2 - 1 : ℝ[X]) ^ l).eval t := by
  induction k generalizing F with
  | zero => simp
  | succ k ih =>
    have hc : Continuous (F 1) :=
      continuous_iff_continuousAt.2 fun t => (hF 1 t).continuousAt
    have h := ih (by omega) (fun n => F (n + 1)) (fun n t => hF (n + 1) t)
    simp only [zero_add] at h
    rw [Function.iterate_succ_apply',
      integral_mul_derivative (f' := F 1) (hF 0) hc _
        (eval_iterate_derivative_endpoint (by omega) (by norm_num))
        (eval_iterate_derivative_endpoint (by omega) (by norm_num)), h, pow_succ]
    ring
```

The proof turns on how this induction is set up. The smooth function enters as a whole sequence `F : ℕ → ℝ → ℝ`, and `hF` says that each member is the derivative of the one before, at every real $t$. The clause `generalizing F` makes the induction hypothesis hold for every such sequence, not just the given one. It can therefore be applied to the shifted sequence `fun n => F (n + 1)`, which begins at $F_1$. With $F$ held fixed, the hypothesis would rewrite only the integral of $F_0\,w^{(k)}$, while the first integration by parts leaves the integral of $F_1\,w^{(k)}$. The sequence also lets each application supply its own family of derivatives: iterated formal derivatives for a polynomial, and $z^n e^{zt}$ for the exponential.

Setting $k=l$ and absorbing the sign through $(-1)^l(t^2-1)^l=(1-t^2)^l$ gives

$$\int_{-1}^{1}F_0\,P_l\,dt=\frac{1}{2^l\,l!}\int_{-1}^{1}(1-t^2)^l F_l\,dt .$$

```lean
/-- The Legendre projection of a smooth function is the integral of its `l`-th derivative
with weight `(1 - t²)^l / (2^l l!)`; `F n` is the `n`-th derivative of `F 0`. -/
theorem integral_mul_legendreP (l : ℕ) (F : ℕ → ℝ → ℝ)
    (hF : ∀ n t, HasDerivAt (F n) (F (n + 1) t) t) :
    ∫ t in (-1 : ℝ)..1, F 0 t * (legendreP l).eval t
      = 1 / (2 ^ l * (l.factorial : ℝ)) * ∫ t in (-1 : ℝ)..1, (1 - t ^ 2) ^ l * F l t := by
  -- the sign `(-1)^l` turns `(t² - 1)^l` into `(1 - t²)^l`
  have hw : (-1 : ℝ) ^ l * ∫ t in (-1 : ℝ)..1, F l t * ((X ^ 2 - 1 : ℝ[X]) ^ l).eval t
      = ∫ t in (-1 : ℝ)..1, (1 - t ^ 2) ^ l * F l t := by
    rw [← intervalIntegral.integral_const_mul]
    refine intervalIntegral.integral_congr fun t _ => ?_
    simp only [eval_pow, eval_sub, eval_X, eval_one]
    rw [show 1 - t ^ 2 = (-1) * (t ^ 2 - 1) by ring, mul_pow]
    ring
  rw [← hw, ← integral_mul_iterate_derivative l l le_rfl F hF,
    ← intervalIntegral.integral_const_mul]
  refine intervalIntegral.integral_congr fun t _ => ?_
  simp only [legendreP, eval_mul, eval_C]
  ring
```

If $F_0$ is a polynomial of degree below $l$, then $F_l=0$ and the integral vanishes. This is the orthogonality of $P_l$ to all lower degrees.

```lean
/-- `P_l` is orthogonal on `[-1, 1]` to every polynomial of degree below `l`. -/
theorem integral_mul_legendreP_of_degree_lt (l : ℕ) (q : ℝ[X]) (hq : q.natDegree < l) :
    ∫ t in (-1 : ℝ)..1, q.eval t * (legendreP l).eval t = 0 := by
  have h := integral_mul_legendreP l (fun n t => (derivative^[n] q).eval t)
    (fun n t => by
      simpa only [Function.iterate_succ_apply'] using (derivative^[n] q).hasDerivAt t)
  simpa [iterate_derivative_eq_zero hq] using h
```

## The Bessel factor with a non-negative weight

For $F_0(t)=e^{zt}$ the derivatives are $F_n(t)=z^n e^{zt}$, so

$$B_l(z)=\frac{z^l}{2^l\,l!}\int_{-1}^{1}(1-t^2)^l e^{zt}\,dt .$$

This holds for every real $z$. The Lean proof checks the derivatives, applies the general formula and takes $z^l$ out of the integral.

```lean
/-- For every real `z`, the Bessel factor equals `z^l / (2^l l!)` times the integral of
`(1 - t²)^l exp (z t)` over `[-1, 1]`. -/
theorem besselFactor_eq (l : ℕ) (z : ℝ) :
    besselFactor l z = z ^ l / (2 ^ l * (l.factorial : ℝ)) *
      ∫ t in (-1 : ℝ)..1, (1 - t ^ 2) ^ l * Real.exp (z * t) := by
  -- each derivative of the exponential brings down one factor `z`
  have hF : ∀ (n : ℕ) (t : ℝ), HasDerivAt (fun s => z ^ n * Real.exp (z * s))
      (z ^ (n + 1) * Real.exp (z * t)) t := by
    intro n t
    have h1 : HasDerivAt (fun s : ℝ => z * s) z t := by
      simpa using (hasDerivAt_id t).const_mul z
    exact (h1.exp.const_mul (z ^ n)).congr_deriv (by ring)
  have h := integral_mul_legendreP l (fun n t => z ^ n * Real.exp (z * t)) hF
  simp only [pow_zero, one_mul] at h
  have hz : ∫ t in (-1 : ℝ)..1, (1 - t ^ 2) ^ l * (z ^ l * Real.exp (z * t))
      = z ^ l * ∫ t in (-1 : ℝ)..1, (1 - t ^ 2) ^ l * Real.exp (z * t) := by
    rw [← intervalIntegral.integral_const_mul]
    refine intervalIntegral.integral_congr fun t _ => ?_
    ring
  unfold besselFactor
  rw [h, hz]
  ring
```

For $-1<t<1$ both $(1-t^2)^l$ and $e^{zt}$ are positive, so the integral is positive. If $z>0$, the prefactor is positive too, and $B_l(z)>0$ for every $l$.

```lean
/-- The Bessel factor is positive for `z > 0`, for every angular momentum `l`. -/
theorem besselFactor_pos (l : ℕ) {z : ℝ} (hz : 0 < z) : 0 < besselFactor l z := by
  rw [besselFactor_eq]
  refine mul_pos (by positivity) ?_
  refine intervalIntegral.intervalIntegral_pos_of_pos_on
    (Continuous.intervalIntegrable (by fun_prop) _ _) (fun t ht => ?_) (by norm_num)
  have h1 : 0 < 1 - t ^ 2 := by nlinarith [ht.1, ht.2]
  exact mul_pos (pow_pos h1 l) (Real.exp_pos _)
```

Substituting $t\to-t$ leaves the weight unchanged and turns $e^{-zt}$ into $e^{zt}$. Only the prefactor $(-z)^l=(-1)^l z^l$ records the change of sign, hence $B_l(-z)=(-1)^l B_l(z)$.

```lean
/-- The Bessel factor has parity `(-1)^l` in its argument. -/
theorem besselFactor_neg (l : ℕ) (z : ℝ) :
    besselFactor l (-z) = (-1) ^ l * besselFactor l z := by
  -- reflect `t` to `-t`; the weight is even
  have h := intervalIntegral.integral_comp_neg (a := (-1 : ℝ)) (b := 1)
    (fun t : ℝ => (1 - t ^ 2) ^ l * Real.exp (z * t))
  simp only [neg_neg, neg_sq, mul_neg] at h
  rw [besselFactor_eq, besselFactor_eq]
  simp only [neg_mul]
  rw [h, neg_pow z l]
  ring
```

For $z\ge 0$ and $-1\le t\le 1$ we have $(1-t^2)^l\le 1$ and $e^{zt}\le e^z$. The interval has length 2, so

$$B_l(z)\le\frac{z^l}{2^l\,l!}\,2e^z .$$

```lean
/-- For `z ≥ 0` the Bessel factor is at most `2 z^l exp z / (2^l l!)`. -/
theorem besselFactor_le (l : ℕ) {z : ℝ} (hz : 0 ≤ z) :
    besselFactor l z ≤ z ^ l / (2 ^ l * (l.factorial : ℝ)) * (2 * Real.exp z) := by
  rw [besselFactor_eq]
  refine mul_le_mul_of_nonneg_left ?_ (by positivity)
  have hm : ∫ t in (-1 : ℝ)..1, (1 - t ^ 2) ^ l * Real.exp (z * t)
      ≤ ∫ _t in (-1 : ℝ)..1, Real.exp z := by
    refine intervalIntegral.integral_mono_on (by norm_num)
      (Continuous.intervalIntegrable (by fun_prop) _ _)
      (Continuous.intervalIntegrable (by fun_prop) _ _) (fun t ht => ?_)
    have h0 : 0 ≤ 1 - t ^ 2 := by nlinarith [ht.1, ht.2]
    have h1 : (1 - t ^ 2) ^ l ≤ 1 := pow_le_one₀ h0 (by nlinarith [sq_nonneg t])
    have h2 : Real.exp (z * t) ≤ Real.exp z :=
      Real.exp_le_exp.2 (by nlinarith [mul_nonneg hz (sub_nonneg.2 ht.2)])
    calc (1 - t ^ 2) ^ l * Real.exp (z * t) ≤ 1 * Real.exp z :=
          mul_le_mul h1 h2 (Real.exp_pos _).le zero_le_one
      _ = Real.exp z := one_mul _
  rw [intervalIntegral.integral_const, smul_eq_mul] at hm
  linarith
```

## Partial waves of the Gaussian

The exponent splits into a part without $t$ and a part linear in $t$:

$$-a(r^2+A^2-2rAt)=-a(r^2+A^2)+(2aAr)\,t .$$

The first part leaves the integral, and what remains is the Bessel factor at $z=2aAr$:

$$g_l(r)=\frac{2l+1}{2}\,e^{-a(r^2+A^2)}\,B_l(2aAr).$$

For $a,A,r>0$ the argument is positive, and so is every partial wave. The three hypotheses describe a decaying Gaussian, a centre away from the origin and a point away from the origin. All three matter for the sign: if $a$, $A$ or $r$ is zero, then $z=0$ and the waves with $l\ge1$ vanish; if $a<0$ while $A,r>0$, then $z<0$ and the waves with odd $l$ are negative.

Such projections appear in integrals over semi-local effective core potentials, where basis functions on one atom are resolved into angular momenta about another. For two $s$-type primitives, both centred away from the atom that carries the potential, the two partial waves are positive at every $r>0$, so the radial integrand for each $l$ has the sign of the potential's radial part. The angular factor, $P_l$ of the cosine of the angle between the two centres, can still be negative.

The final theorem states the factorisation and the positivity together.

```lean
/-- For `a, A, r > 0`, the `l`-th partial wave of the Gaussian equals `(2l + 1) / 2 * exp (-a (r² +
A²))` times the Bessel factor at `z = 2aAr`, and it is positive. -/
theorem gaussianPartialWave_eq_and_pos (l : ℕ) {a A r : ℝ} (ha : 0 < a) (hA : 0 < A)
    (hr : 0 < r) :
    gaussianPartialWave l a A r = (2 * l + 1) / 2 *
        (Real.exp (-a * (r ^ 2 + A ^ 2)) * besselFactor l (2 * a * A * r)) ∧
      0 < gaussianPartialWave l a A r := by
  have h : gaussianPartialWave l a A r = (2 * l + 1) / 2 *
      (Real.exp (-a * (r ^ 2 + A ^ 2)) * besselFactor l (2 * a * A * r)) := by
    unfold gaussianPartialWave besselFactor
    rw [← intervalIntegral.integral_const_mul (Real.exp (-a * (r ^ 2 + A ^ 2)))]
    congr 1
    refine intervalIntegral.integral_congr fun t _ => ?_
    -- separate the angular part of the exponent
    have he : Real.exp (-a * (r ^ 2 + A ^ 2 - 2 * r * A * t))
        = Real.exp (-a * (r ^ 2 + A ^ 2)) * Real.exp (2 * a * A * r * t) := by
      rw [← Real.exp_add]
      congr 1
      ring
    simp only [he]
    exact mul_assoc _ _ _
  refine ⟨h, ?_⟩
  rw [h]
  have hb := besselFactor_pos l (z := 2 * a * A * r) (by positivity)
  positivity

end

end GaussianBesselFactor
```

```lean
#print axioms GaussianBesselFactor.integral_mul_legendreP_of_degree_lt
#print axioms GaussianBesselFactor.besselFactor_neg
#print axioms GaussianBesselFactor.besselFactor_le
#print axioms GaussianBesselFactor.gaussianPartialWave_eq_and_pos
```

```
'GaussianBesselFactor.integral_mul_legendreP_of_degree_lt' depends on axioms: [propext, Classical.choice, Quot.sound]
'GaussianBesselFactor.besselFactor_neg' depends on axioms: [propext, Classical.choice, Quot.sound]
'GaussianBesselFactor.besselFactor_le' depends on axioms: [propext, Classical.choice, Quot.sound]
'GaussianBesselFactor.gaussianPartialWave_eq_and_pos' depends on axioms: [propext, Classical.choice, Quot.sound]
```
